# The swap gate on two registers of equal finite dimension is Hermitian and its own inverse

Two quantum registers have basis states labelled by the same finite set `n`, and the swap gate exchanges their labels. As a complex matrix indexed by pairs, it has entry 1 where the column is the row pair with its two components exchanged, and 0 elsewhere. `swapGate_involution` states that this matrix equals its conjugate transpose and that its square is the identity. The attempt proves both equalities entry by entry, the first by cases on whether the entry is 1 or 0, the second by expanding the matrix product and leaving the sum to `simp`.

As first written in Lean, the proof fails:

```lean
import Mathlib

open Matrix
open scoped Kronecker ComplexOrder

namespace SwapGateInvolution

noncomputable section

variable {n : Type*} [Fintype n] [DecidableEq n]

/-- The swap gate, which exchanges the two registers. -/
def swapGate : Matrix (n × n) (n × n) ℂ :=
  Matrix.of fun p q => if p.swap = q then 1 else 0

/-- The swap gate is Hermitian and is its own inverse. -/
theorem swapGate_involution :
    (swapGate : Matrix (n × n) (n × n) ℂ)ᴴ = swapGate ∧
      (swapGate : Matrix (n × n) (n × n) ℂ) * swapGate = 1 := by
  constructor
  · ext p q
    by_cases h : p.swap = q
    · subst h
      simp [swapGate]
    · have h' : ¬ q.swap = p := fun e => h (by rw [← e, Prod.swap_swap])
      simp [swapGate, h, h']
  · ext p q
    simp [swapGate, Matrix.mul_apply, Matrix.one_apply]

end

end SwapGateInvolution
```

The compiler's answer:

```
Main.lean:27:2: error: unsolved goals
case right
n : Type u_1
inst✝¹ : Fintype n
inst✝ : DecidableEq n
p q : n × n
⊢ (∑ j, if j.swap = q then if p.swap = j then 1 else 0 else 0) = if p = q then 1 else 0
```

Diagnosis. The error is in the second part: `simp` expands the product but leaves a sum over the intermediate index `j` unevaluated. Each term is a product of two conditionals, and `simp` has nested them with `j.swap = q` outside and `p.swap = j` inside. `Finset.sum_ite_eq` collapses a sum whose outer condition equates a fixed value with the summation index itself. Here the outer condition concerns `j.swap`, so the lemma does not match, although the inner condition has the right form.

The repair uses `simp only` with `ite_mul`, `one_mul` and `zero_mul`, and without the lemmas that distribute from the right-hand factor. The first factor's condition, `p.swap = j`, now comes outside, and `Finset.sum_ite_eq` picks out the term at `j = p.swap`. `Finset.mem_univ` and `if_true` discharge the membership test this leaves, `Prod.swap_swap` turns `p.swap.swap` into `p`, and the result agrees with the identity's entry as given by `Matrix.one_apply`.

The mended proof, as a diff:

```diff
@@ -26,5 +26,6 @@
       simp [swapGate, h, h']
   · ext p q
-    simp [swapGate, Matrix.mul_apply, Matrix.one_apply]
+    simp only [Matrix.mul_apply, swapGate, Matrix.of_apply, ite_mul, one_mul, zero_mul,
+      Finset.sum_ite_eq, Finset.mem_univ, if_true, Prod.swap_swap, Matrix.one_apply]
 
 end
```
